# Bound $e^{-Nc^2/8}$ on the squared overlap of perturbed and unperturbed ground states for $N$ independent two-level spins, with level coupling $|c|\le 1$ in units of half the gap

A state of $N$ two-level spins can be treated as an element of an iterated tensor product of one-spin spaces or as a table of amplitudes, and here it is the table. Each spin has levels $0$ and $1$, the spins are numbered $j = 0,\dots,N-1$, and a configuration $\sigma$ assigns a level $\sigma_j$ to every spin. A state is a real function $\psi(\sigma)$ on the $2^N$ configurations, an operator is a real matrix indexed by pairs of configurations, and the inner product $\langle\varphi,\psi\rangle=\sum_\sigma\varphi(\sigma)\psi(\sigma)$ is Lean's `⬝ᵥ`. Tensor products then become ordinary products over $j$. All amplitudes are real, so complex states are not covered.

```lean
import Mathlib

open Matrix Filter Topology

namespace IndependentSpinOverlap

noncomputable section

/-- Real operators on a single spin. -/
abbrev SpinOp := Matrix (Fin 2) (Fin 2) ℝ

/-- Basis configurations of `N` spins. -/
abbrev Config (N : ℕ) := Fin N → Fin 2
```

## One spin and its lower level

The one-spin Hamiltonian and the energy of interest are
$$h(c)=\begin{pmatrix}-1&c\\ c&1\end{pmatrix},\qquad E(c)=-s,\qquad s=\sqrt{1+c^2}.$$
The unperturbed levels lie at $\mp1$, so the unit of energy is half the gap, and the real number $c$ is the matrix element of the perturbation between them.

```lean
/-- One-spin Hamiltonian: levels `-1, 1` coupled by the perturbation `c`. -/
def spinH (c : ℝ) : SpinOp := !![-1, c; c, 1]

/-- The one-spin energy `-√(1 + c²)`. -/
def groundEnergy (c : ℝ) : ℝ := -√(1 + c ^ 2)
```

The one-spin state $u=(u_0,u_1)$ is specified by a property and not by a formula: `IsGround c u` says $u_0^2+u_1^2=1$ and $h(c)u=E(c)u$. The overall sign of $u$ stays free, and the theorems that assume this property hold for both signs.

```lean
/-- `u` is a real unit eigenvector of `spinH c` with eigenvalue `-√(1 + c²)`. -/
structure IsGround (c : ℝ) (u : Fin 2 → ℝ) : Prop where
  unit : u ⬝ᵥ u = 1
  eigen : spinH c *ᵥ u = groundEnergy c • u
```

## Many spins without interaction

For a one-spin operator $h$ acting on spin $k$, set $h_j=h$ if $j=k$ and $h_j=1$ otherwise. The operator $1\otimes\cdots\otimes h\otimes\cdots\otimes1$ has matrix elements $\prod_j (h_j)_{\sigma_j\tau_j}$ between configurations $\sigma$ and $\tau$. With $X_k$ this operator for $h=h(c)$, the Hamiltonian is $H_N=\sum_k X_k$. All spins share the same $c$, and no term couples two spins.

```lean
/-- The operator `1 ⊗ ⋯ ⊗ h ⊗ ⋯ ⊗ 1` with `h` acting on spin `k`. -/
def siteOp {N : ℕ} (k : Fin N) (h : SpinOp) : Matrix (Config N) (Config N) ℝ :=
  Matrix.of fun σ τ => ∏ j, (if j = k then h else 1 : SpinOp) (σ j) (τ j)

/-- Hamiltonian of `N` independent spins, the sum of the one-spin Hamiltonians. -/
def manyH (c : ℝ) (N : ℕ) : Matrix (Config N) (Config N) ℝ :=
  ∑ k : Fin N, siteOp k (spinH c)
```

The product state is $\Psi(\sigma)=\prod_j u_{\sigma_j}$. The reference state $\Phi$ is the product state built from $(1,0)$, with every spin in the lower unperturbed level, which is the starting point of perturbation theory in $c$.

```lean
/-- The product state `u ⊗ ⋯ ⊗ u` of `N` spins. -/
def productState (N : ℕ) (u : Fin 2 → ℝ) : Config N → ℝ := fun σ => ∏ j, u (σ j)

/-- The unperturbed reference state, every spin in level `0`. -/
def referenceState (N : ℕ) : Config N → ℝ := productState N ![1, 0]
```

An explicit eigenvector exists at $c=336/527\approx0.638$, where $s=625/527$ and $u=(24/25,-7/25)$. The proof evaluates the square root and checks both components. Existence is shown for this value only; for other $c$ the vector $u$ enters as a hypothesis.

```lean
/-- For `c = 336/527` the vector `(24/25, -7/25)` is a unit eigenvector with eigenvalue
`-√(1 + c²)`. -/
theorem isGround_witness : IsGround (336 / 527) ![24 / 25, -7 / 25] := by
  have hs : √(1 + (336 / 527 : ℝ) ^ 2) = 625 / 527 := by
    rw [show (1 + (336 / 527 : ℝ) ^ 2) = (625 / 527) ^ 2 by norm_num,
      Real.sqrt_sq (by norm_num)]
  constructor
  · simp [dotProduct, Fin.sum_univ_two]
    norm_num
  · rw [groundEnergy, hs]
    ext i
    fin_cases i <;> simp [spinH, mulVec, dotProduct, Fin.sum_univ_two] <;> norm_num
```

## The weight of level 0

The two components of the eigenvalue equation are
$$-u_0+cu_1=-su_0,\qquad cu_0+u_1=-su_1 .$$
Multiply the first by $u_0$, the second by $u_1$, and subtract. The terms $cu_0u_1$ cancel, leaving $-(u_0^2+u_1^2)=-su_0^2+su_1^2$. Normalisation turns the left side into $-1$ and the right side into $s-2su_0^2$, so
$$2su_0^2=s+1,\qquad u_0^2=\tfrac12\Bigl(1+\frac1{\sqrt{1+c^2}}\Bigr).$$
No division by $c$ occurs, and `weight_eq` holds for every real $c$, including $0$. In the proof `e0` and `e1` are the two components, `hn` is the normalisation, and the final `linear_combination` is this subtraction.

```lean
/-- The weight of level `0` in the eigenvector is `(1 + 1/√(1 + c²))/2`. -/
theorem weight_eq {c : ℝ} {u : Fin 2 → ℝ} (hu : IsGround c u) :
    u 0 ^ 2 = (1 + 1 / √(1 + c ^ 2)) / 2 := by
  have e0 : -u 0 + c * u 1 = -√(1 + c ^ 2) * u 0 := by
    have := congrFun hu.eigen 0
    simp [spinH, groundEnergy, mulVec, dotProduct, Fin.sum_univ_two] at this
    linarith
  have e1 : c * u 0 + u 1 = -√(1 + c ^ 2) * u 1 := by
    have := congrFun hu.eigen 1
    simp [spinH, groundEnergy, mulVec, dotProduct, Fin.sum_univ_two] at this
    linarith
  have hn : u 0 * u 0 + u 1 * u 1 = 1 := by
    simpa [dotProduct, Fin.sum_univ_two] using hu.unit
  have hs : 0 < √(1 + c ^ 2) := Real.sqrt_pos.2 (by positivity)
  generalize √(1 + c ^ 2) = s at e0 e1 hs ⊢
  have hform : (1 + 1 / s) / 2 = (s + 1) / (2 * s) := by field_simp
  rw [hform, eq_div_iff (by positivity)]
  -- the coupling drops out of `u₀ e0 - u₁ e1`
  linear_combination u 0 * e0 - u 1 * e1 + (1 + s) * hn
```

To compare the weight with $c^2$, use $c^2=(s-1)(s+1)$ and $s\ge1$. Multiplying each inequality by $2s>0$ and inserting $2su_0^2=s+1$ gives
$$2su_0^2-2s\Bigl(1-\frac{c^2}4\Bigr)=\tfrac12(s-1)(s^2+s-2),$$
$$2s\Bigl(1-\frac{c^2}8\Bigr)-2su_0^2=\tfrac14(s-1)(4-s^2-s).$$
The first right side is nonnegative for all $s\ge1$. The second is nonnegative when $|c|\le1$, since then $s^2\le2$ and $s^2+s\le2+\sqrt2<4$. Hence $1-c^2/4\le u_0^2$ always, and $u_0^2\le1-c^2/8$ for $|c|\le1$, the condition that the coupling is at most half the unperturbed gap. The two products above are the hints passed to `nlinarith`. The constant $1/4$ is the one that first-order theory suggests, where the admixture of level $1$ has amplitude $-c/2$.

```lean
/-- The weight of level `0` is at least `1 - c²/4`, and at most `1 - c²/8` when `|c| ≤ 1`. -/
theorem weight_bounds {c : ℝ} {u : Fin 2 → ℝ} (hu : IsGround c u) :
    1 - c ^ 2 / 4 ≤ u 0 ^ 2 ∧ (|c| ≤ 1 → u 0 ^ 2 ≤ 1 - c ^ 2 / 8) := by
  obtain ⟨s, hs, hsq, hw⟩ : ∃ s : ℝ, 1 ≤ s ∧ c ^ 2 = s ^ 2 - 1 ∧ 2 * s * u 0 ^ 2 = s + 1 := by
    have hp : 0 < √(1 + c ^ 2) := Real.sqrt_pos.2 (by positivity)
    refine ⟨√(1 + c ^ 2), (Real.le_sqrt' one_pos).2 (by nlinarith [sq_nonneg c]), ?_, ?_⟩
    · rw [Real.sq_sqrt (by positivity)]; ring
    · rw [weight_eq hu]; field_simp
  have h2 : 0 < 2 * s := by linarith
  constructor
  · apply le_of_mul_le_mul_left _ h2
    rw [hw, hsq]
    nlinarith [mul_nonneg (sub_nonneg.2 hs) (show 0 ≤ s ^ 2 + s - 2 by nlinarith)]
  · intro hc
    have hc2 : c ^ 2 ≤ 1 := by nlinarith [(abs_le.1 hc).1, (abs_le.1 hc).2]
    apply le_of_mul_le_mul_left _ h2
    rw [hw, hsq]
    nlinarith [mul_nonneg (sub_nonneg.2 hs) (show 0 ≤ 4 - s ^ 2 - s by nlinarith)]
```

## Sums over configurations factorise

For any numbers $f_j(a)$ with $a\in\{0,1\}$, expanding the product of sums produces one term per configuration:
$$\sum_\tau\prod_j f_j(\tau_j)=\prod_j\sum_a f_j(a).$$
Each of the next three results applies this identity to a different $f$.

```lean
/-- A sum over configurations of a product of one-spin factors is the product of the
one-spin sums. -/
theorem sum_config_prod {N : ℕ} (f : Fin N → Fin 2 → ℝ) :
    ∑ τ : Config N, ∏ j, f j (τ j) = ∏ j, ∑ a, f j a := by
  have h := Finset.prod_univ_sum (fun _ : Fin N => (Finset.univ : Finset (Fin 2))) f
  rw [Fintype.piFinset_univ] at h
  exact h.symm
```

For one-spin vectors $v$ and $u$, the choice $f_j(a)=v_au_a$ gives $\langle v^{\otimes N},u^{\otimes N}\rangle=\langle v,u\rangle^N$.

```lean
/-- The overlap of two product states is the `N`-th power of the one-spin overlap. -/
theorem productState_dot (N : ℕ) (v u : Fin 2 → ℝ) :
    productState N v ⬝ᵥ productState N u = (v ⬝ᵥ u) ^ N := by
  simp only [productState, dotProduct, ← Finset.prod_mul_distrib]
  rw [sum_config_prod fun _ a => v a * u a, Finset.prod_const, Finset.card_univ,
    Fintype.card_fin]
```

Let $h(c)u=eu$ for any real $e$. The choice $f_j(a)=(h_j)_{\sigma_ja}u_a$ gives
$$(X_k\Psi)(\sigma)=\prod_j(h_ju)_{\sigma_j}=e\prod_ju_{\sigma_j},$$
because only the factor $j=k$ acquires the number $e$. These equalities are the `calc` block inside `site`. Summing over $k$ yields $H_N\Psi=Ne\,\Psi$.

```lean
/-- If `u` has one-spin eigenvalue `e`, the product state has `N`-spin eigenvalue `N e`. -/
theorem manyH_productState {c e : ℝ} {u : Fin 2 → ℝ} (hu : spinH c *ᵥ u = e • u) (N : ℕ) :
    manyH c N *ᵥ productState N u = (N * e) • productState N u := by
  have site : ∀ k : Fin N, siteOp k (spinH c) *ᵥ productState N u = e • productState N u := by
    intro k
    ext σ
    calc (siteOp k (spinH c) *ᵥ productState N u) σ
        = ∏ j, ((if j = k then spinH c else 1 : SpinOp) *ᵥ u) (σ j) := by
          simp only [siteOp, productState, mulVec, dotProduct, of_apply,
            ← Finset.prod_mul_distrib]
          exact sum_config_prod fun j a => (if j = k then spinH c else 1 : SpinOp) (σ j) a * u a
      _ = ∏ j, (if j = k then e else 1) * u (σ j) :=
          Finset.prod_congr rfl fun j _ => by by_cases hj : j = k <;> simp [hj, hu]
      _ = (e • productState N u) σ := by
          rw [Finset.prod_mul_distrib]; simp [productState]
  rw [manyH, Matrix.sum_mulVec]
  ext σ
  simp [site, mul_assoc]
```

## No state lies below $NE(c)$

For one spin, $h^{\mathsf T}h=(1+c^2)\,1$, since the off-diagonal entries $-c+c$ vanish. The choice $f_j(a)=(h_j)_{a\sigma_j}(h_j)_{a\tau_j}$ carries this to $N$ spins:
$$(X_k^{\mathsf T}X_k)_{\sigma\tau}=\prod_j(h_j^{\mathsf T}h_j)_{\sigma_j\tau_j}=(1+c^2)\prod_j\delta_{\sigma_j\tau_j}.$$
The step `fac` evaluates each factor, and the case split on `σ = τ` identifies the product of Kronecker deltas with the identity matrix.

```lean
/-- The Hamiltonian `X` of one spin among `N` satisfies `Xᵀ X = 1 + c²`. -/
theorem siteOp_sq (c : ℝ) {N : ℕ} (k : Fin N) :
    (siteOp k (spinH c))ᵀ * siteOp k (spinH c) = (1 + c ^ 2) • (1 : Matrix _ _ ℝ) := by
  have fac : ∀ (j : Fin N) (x y : Fin 2),
      ∑ a, (if j = k then spinH c else 1 : SpinOp) a x * (if j = k then spinH c else 1 : SpinOp) a y
        = (if j = k then 1 + c ^ 2 else 1) * (if x = y then 1 else 0) := by
    intro j x y
    by_cases hj : j = k <;> fin_cases x <;> fin_cases y <;>
      simp [hj, spinH, Fin.sum_univ_two, one_apply] <;> ring
  ext σ τ
  simp only [siteOp, mul_apply, transpose_apply, of_apply, ← Finset.prod_mul_distrib]
  rw [sum_config_prod fun j a => (if j = k then spinH c else 1 : SpinOp) a (σ j) *
    (if j = k then spinH c else 1 : SpinOp) a (τ j)]
  simp only [fac]
  rw [Finset.prod_mul_distrib]
  by_cases h : σ = τ
  · subst h; simp
  · obtain ⟨j, hj⟩ := Function.ne_iff.1 h
    have hz : ∏ i, (if σ i = τ i then (1 : ℝ) else 0) = 0 :=
      Finset.prod_eq_zero (Finset.mem_univ j) (by simp [hj])
    rw [hz]; simp [one_apply_ne h]
```

For any state $\psi$, normalised or not, this gives $\langle X_k\psi,X_k\psi\rangle=s^2\langle\psi,\psi\rangle$, which is `hy`. Then
$$0\le|X_k\psi+s\psi|^2=2s\bigl(\langle\psi,X_k\psi\rangle+s\langle\psi,\psi\rangle\bigr),$$
and division by $2s$ leaves $\langle\psi,X_k\psi\rangle\ge E(c)\langle\psi,\psi\rangle$. Adding the $N$ inequalities gives $\langle\psi,H_N\psi\rangle\ge NE(c)\langle\psi,\psi\rangle$ for every $c$ and $N$, entangled $\psi$ included. Since $\Psi$ built from an `IsGround` vector has eigenvalue $NE(c)$, it attains this bound and is a ground state among real states; for $N=1$ this justifies the name of the predicate. Uniqueness of the ground state is not among the theorems.

```lean
/-- Every `N`-spin state `ψ` has `⟨ψ, H ψ⟩ ≥ -N √(1 + c²) ⟨ψ, ψ⟩`. -/
theorem manyH_lower_bound (c : ℝ) (N : ℕ) (ψ : Config N → ℝ) :
    N * groundEnergy c * (ψ ⬝ᵥ ψ) ≤ ψ ⬝ᵥ manyH c N *ᵥ ψ := by
  obtain ⟨s, hs, hss, hE⟩ : ∃ s : ℝ, 0 < s ∧ s * s = 1 + c ^ 2 ∧ groundEnergy c = -s :=
    ⟨√(1 + c ^ 2), Real.sqrt_pos.2 (by positivity), Real.mul_self_sqrt (by positivity), rfl⟩
  have site : ∀ k : Fin N, groundEnergy c * (ψ ⬝ᵥ ψ) ≤ ψ ⬝ᵥ siteOp k (spinH c) *ᵥ ψ := by
    intro k
    have hy : (siteOp k (spinH c) *ᵥ ψ) ⬝ᵥ (siteOp k (spinH c) *ᵥ ψ) = s * s * (ψ ⬝ᵥ ψ) := by
      calc _ = ψ ⬝ᵥ ((siteOp k (spinH c))ᵀ * siteOp k (spinH c)) *ᵥ ψ := by
            rw [← mulVec_mulVec, dotProduct_mulVec ψ (siteOp k (spinH c))ᵀ, vecMul_transpose]
        _ = _ := by
            rw [siteOp_sq, Matrix.smul_mulVec, one_mulVec, dotProduct_smul, smul_eq_mul, hss]
    generalize siteOp k (spinH c) *ᵥ ψ = y at hy ⊢
    -- expand `|Xψ + sψ|² ≥ 0`
    have h0 : 0 ≤ (y + s • ψ) ⬝ᵥ (y + s • ψ) :=
      Finset.sum_nonneg fun i _ => mul_self_nonneg _
    simp only [add_dotProduct, dotProduct_add, smul_dotProduct, dotProduct_smul, smul_eq_mul,
      dotProduct_comm y ψ] at h0
    have h1 : 0 ≤ s * (ψ ⬝ᵥ y + s * (ψ ⬝ᵥ ψ)) := by nlinarith
    have h2 := (mul_nonneg_iff_of_pos_left hs).1 h1
    rw [hE]; linarith
  rw [manyH, Matrix.sum_mulVec, dotProduct_sum]
  calc _ = ∑ _k : Fin N, groundEnergy c * (ψ ⬝ᵥ ψ) := by simp [mul_assoc]
    _ ≤ _ := Finset.sum_le_sum fun k _ => site k
```

## Energy per spin and overlap

The theorem `overlap_decay` assumes `IsGround c u`, $|c|\le1$ and $N>0$, and states six things: $\langle\Psi,\Psi\rangle=1$; $H_N\Psi=NE(c)\Psi$; $\langle\Psi,H_N\Psi\rangle/N=E(c)$; $\langle\Phi,\Psi\rangle^2=(u_0^2)^N$; and the two inequalities
$$1-\frac{Nc^2}4\le(u_0^2)^N\le e^{-Nc^2/8}.$$
The norm is $\langle u,u\rangle^N=1$. The expectation value is $NE(c)\langle\Psi,\Psi\rangle=NE(c)$, and `hN` makes the division by $N$ meaningful. The overlap is $\langle(1,0),u\rangle^N=u_0^N$, whose square is $(u_0^2)^N$. For the lower bound, Bernoulli's inequality `one_add_mul_le_pow` gives $1-Nc^2/4\le(1-c^2/4)^N$, and $0\le1-c^2/4\le u_0^2$ may be raised to the power $N$. For the upper bound, $1+x\le e^x$ at $x=-c^2/8$, which is `Real.add_one_le_exp`, gives $u_0^2\le1-c^2/8\le e^{-c^2/8}$, and the $N$-th power of the right side is $e^{-Nc^2/8}$.

The energy per spin depends on $c$ alone, whereas both bounds on the overlap depend on $Nc^2$. The lower bound keeps $\Phi$ close to $\Psi$ up to an overall sign when $Nc^2\ll4$ and says nothing once $Nc^2\ge4$. The upper bound forces the overlap to be small when $Nc^2\gg8$. At $c=0$ both equal $1$.

```lean
/-- For `|c| ≤ 1` the product state is a normalised eigenvector with energy per spin
`-√(1 + c²)`, and its squared overlap with the reference state is `(u₀²)^N`, between
`1 - N c²/4` and `exp (-N c²/8)`. -/
theorem overlap_decay {c : ℝ} {u : Fin 2 → ℝ} (hu : IsGround c u) (hc : |c| ≤ 1)
    {N : ℕ} (hN : 0 < N) :
    productState N u ⬝ᵥ productState N u = 1 ∧
    manyH c N *ᵥ productState N u = (N * groundEnergy c) • productState N u ∧
    (productState N u ⬝ᵥ manyH c N *ᵥ productState N u) / N = groundEnergy c ∧
    (referenceState N ⬝ᵥ productState N u) ^ 2 = (u 0 ^ 2) ^ N ∧
    1 - N * c ^ 2 / 4 ≤ (u 0 ^ 2) ^ N ∧ (u 0 ^ 2) ^ N ≤ Real.exp (-(N * c ^ 2 / 8)) := by
  have hn : productState N u ⬝ᵥ productState N u = 1 := by
    rw [productState_dot, hu.unit, one_pow]
  have hN' : (N : ℝ) ≠ 0 := by positivity
  have hc2 : c ^ 2 ≤ 1 := by nlinarith [(abs_le.1 hc).1, (abs_le.1 hc).2]
  obtain ⟨hlo, hhi⟩ := weight_bounds hu
  refine ⟨hn, manyH_productState hu.eigen N, ?_, ?_, ?_, ?_⟩
  · rw [manyH_productState hu.eigen, dotProduct_smul, hn, smul_eq_mul]; field_simp
  · rw [referenceState, productState_dot]
    simp only [show ![1, 0] ⬝ᵥ u = u 0 by simp [dotProduct, Fin.sum_univ_two]]
    ring
  · calc 1 - N * c ^ 2 / 4 = 1 + N * (-(c ^ 2 / 4)) := by ring
      _ ≤ (1 + -(c ^ 2 / 4)) ^ N := one_add_mul_le_pow (by linarith) N
      _ ≤ _ := pow_le_pow_left₀ (by linarith) (by linarith) N
  · rw [show -(N * c ^ 2 / 8) = N * (-(c ^ 2 / 8)) by ring, Real.exp_nat_mul]
    exact pow_le_pow_left₀ (sq_nonneg _)
      (by linarith [hhi hc, Real.add_one_le_exp (-(c ^ 2 / 8))]) N
```

The limit needs no upper restriction on the coupling. For $c\ne0$ one has $s>1$, hence $1/s<1$ and $0\le u_0^2<1$, and the powers of such a number tend to zero. The theorem `overlap_tendsto_zero` states $\langle\Phi,\Psi\rangle^2\to0$ as $N\to\infty$ at fixed $c$ and $u$, without a rate.

```lean
/-- For any nonzero coupling the squared overlap with the reference state tends to zero as
the number of spins grows. -/
theorem overlap_tendsto_zero {c : ℝ} {u : Fin 2 → ℝ} (hu : IsGround c u) (hc : c ≠ 0) :
    Tendsto (fun N => (referenceState N ⬝ᵥ productState N u) ^ 2) atTop (𝓝 0) := by
  have hs : 1 < √(1 + c ^ 2) :=
    (Real.lt_sqrt zero_le_one).2 (by nlinarith [sq_pos_of_ne_zero hc])
  have hlt : u 0 ^ 2 < 1 := by
    have := (div_lt_one (by linarith : 0 < √(1 + c ^ 2))).2 hs
    rw [weight_eq hu]; linarith
  refine (tendsto_pow_atTop_nhds_zero_of_lt_one (sq_nonneg (u 0)) hlt).congr fun N => ?_
  rw [referenceState, productState_dot]
  simp only [show ![1, 0] ⬝ᵥ u = u 0 by simp [dotProduct, Fin.sum_univ_two]]
  ring

end

end IndependentSpinOverlap
```

```lean
#print axioms IndependentSpinOverlap.manyH_lower_bound
#print axioms IndependentSpinOverlap.overlap_decay
#print axioms IndependentSpinOverlap.overlap_tendsto_zero
```

```
'IndependentSpinOverlap.manyH_lower_bound' depends on axioms: [propext, Classical.choice, Quot.sound]
'IndependentSpinOverlap.overlap_decay' depends on axioms: [propext, Classical.choice, Quot.sound]
'IndependentSpinOverlap.overlap_tendsto_zero' depends on axioms: [propext, Classical.choice, Quot.sound]
```

## A coupling beyond the allowed range

The numerical values from here on are plain arithmetic and not statements proved in Lean. Take $N=1$ and $c=12/5$, so that $s=13/5$. The normalised vector $u=(3,-2)/\sqrt{13}$ satisfies both components of the eigenvalue equation, because $-3-24/5=-3s$ and $36/5-2=2s$. Its weight is $u_0^2=9/13\approx0.69$, while $e^{-c^2/8}=e^{-0.72}\approx0.49$ and $1-c^2/8=0.28$. Both upper bounds fail without a restriction on $|c|$, as they must for large coupling, since $u_0^2$ stays above $1/2$. In the limit theorem the case $c=0$ is excluded for an equally direct reason: at $c=0$ the vector $u=(1,0)$ gives $\Psi=\Phi$ and overlap $1$ for every $N$.

## The reference weight in a calculation

In a numerical program $X_k$ can be built as a Kronecker product of $N$ matrices of size $2\times2$, and the squared component of the normalised ground vector on the configuration with all levels $0$ is $\langle\Phi,\Psi\rangle^2$. At $c=336/527$ the one-spin weight is $576/625=0.9216$, between the bounds $0.898$ and $0.949$. For ten spins it falls to $0.9216^{10}\approx0.44$, under the bound $0.60$, while the energy per spin remains $-625/527$. The logarithm of the squared overlap per spin, $N^{-1}\ln\langle\Phi,\Psi\rangle^2=\ln u_0^2$, is also independent of size.

The analogous number in electronic structure is the weight of the reference determinant in a configuration-interaction vector. In this model of identical, non-interacting two-level units it decreases with $N$ for every $c\ne0$, even when $|c|$ is small and each unit remains weakly perturbed, so a small reference weight alone does not show that a perturbation expansion of the energy per unit is poor.
